# Orbital polarisation of the form −BL²/2 with B > 0 lowers the effective Hubbard repulsion of a spin-polarised f shell at one and six electrons and raises it at two to five

Moving an electron between two 4f ions with $q$ electrons each costs $E(q+1)+E(q-1)-2E(q)$, where $E$ is the shell energy. Suppose orbital polarisation adds $-BL(q)^2/2$ to that energy, with $B>0$ and $L(q)$ the orbital moment that Hund's second rule gives for parallel spins. Taking the bare Hubbard $U$ as the cost is then wrong at every filling from 1 to 6: too high by $7B/2$ at $q=1,6$, and too low by up to $11B/2$ in between. These numbers hold for a model of one isolated, spin-polarised shell. They bear on density functional calculations of lanthanides that include both $U$ and orbital polarisation.

## Orbital moment and shell energy

```lean
import Mathlib

open Finset

namespace OrbitalPolarisation

noncomputable section
```

Below, a `def` introduces a quantity. A `theorem` gives its hypotheses in brackets, its claim after the colon and its proof after `:=`.

```lean
/-- The total magnetic quantum numbers reached by placing `q` electrons of parallel spin
in distinct orbitals `m = -l, ..., l`. -/
def totalM (l q : ℕ) : Set ℤ :=
  {M | ∃ S : Finset ℤ, S ⊆ Finset.Icc (-(l : ℤ)) l ∧ S.card = q ∧ ∑ m ∈ S, m = M}
```

Here $l$ and $q$ are natural numbers. A configuration is a set $S$ of $q$ magnetic quantum numbers from $-l,\dots,l$. A set contains each orbital at most once, which is the Pauli principle for parallel spins. `totalM l q` collects the possible totals $M=\sum_{m\in S} m$.

```lean
/-- The orbital moment `L(q)` of Hund's second rule for `q` parallel spins: the largest
total magnetic quantum number, for `q ≤ 2l + 1`. -/
def hundL (l q : ℕ) : ℤ := sSup (totalM l q)
```

$L(q)$ is the largest such $M$ (`sSup` is the supremum). At maximal spin this is the $L$ that Hund's second rule selects.

```lean
/-- Energy of a spin-polarised shell with `q ≤ 2l + 1` electrons: orbital energy `ε`,
Hubbard repulsion `U` per pair, and the orbital polarisation term `-B L(q)² / 2`. -/
def shellEnergy (ε U B : ℝ) (l q : ℕ) : ℝ :=
  ε * q + U * (q * (q - 1)) / 2 - B * (hundL l q : ℝ) ^ 2 / 2
```

$$E(q)=\varepsilon q+\tfrac12Uq(q-1)-\tfrac12B\,L(q)^2 .$$

$\varepsilon$ is the orbital energy and $U$ the repulsion per pair. The constant $B$ is not a magnetic field: in orbital polarisation schemes it is a Racah parameter, a combination of the shell's Slater integrals. Here it is a given number, the same at every filling. The term $-BL^2/2$ is meant to model the repulsion that electrons save by orbiting in the same sense. It is not a pure repulsion between electrons, however: for a single electron with $l>0$ it equals $-Bl^2/2$, although there is no second electron to repel. With more electrons, $L^2=(\sum m)^2$ still contains the square $m^2$ of each single electron, so this self-interaction of the model contributes to the shifts at every filling below.

```lean
/-- The effective Hubbard repulsion `E(q+1) + E(q-1) - 2 E(q)`, for `1 ≤ q ≤ 2l`. -/
def effectiveU (ε U B : ℝ) (l q : ℕ) : ℝ :=
  shellEnergy ε U B l (q + 1) + shellEnergy ε U B l (q - 1) - 2 * shellEnergy ε U B l q
```

This is the cost of the charge fluctuation.

## The largest total is q(2l+1−q)/2

```lean
/-- Any `q` distinct magnetic quantum numbers not exceeding `l` add up to at most
`q (2l + 1 - q) / 2`. -/
theorem two_mul_sum_le (l : ℕ) : ∀ (q : ℕ) (S : Finset ℤ), (∀ m ∈ S, m ≤ (l : ℤ)) →
    S.card = q → 2 * ∑ m ∈ S, m ≤ (q : ℤ) * (2 * l + 1 - q) := by
  intro q
  induction q with
  | zero =>
    intro S _ hc
    rw [Finset.card_eq_zero.1 hc]
    simp
  | succ k ih =>
    intro S hS hc
    have hne : S.Nonempty := Finset.card_pos.1 (by omega)
    have ha := S.min'_mem hne
    -- the lowest of k + 1 occupied orbitals lies at l - k or below
    have hsub : S ⊆ Finset.Icc (S.min' hne) (l : ℤ) := fun m hm =>
      Finset.mem_Icc.2 ⟨S.min'_le m hm, hS m hm⟩
    have hcard := Finset.card_le_card hsub
    rw [Int.card_Icc, hc] at hcard
    have hmin : S.min' hne ≤ (l : ℤ) - k := by omega
    -- remove it and use the bound for k electrons
    have hrec := ih (S.erase (S.min' hne))
      (fun m hm => hS m (Finset.mem_of_mem_erase hm))
      (by have := Finset.card_erase_of_mem ha; omega)
    have hsum : S.min' hne + ∑ m ∈ S.erase (S.min' hne), m = ∑ m ∈ S, m :=
      Finset.add_sum_erase S (fun m => m) ha
    push_cast
    nlinarith
```

The bound is proved by induction on $q$; for $q=0$ both sides vanish. For $k+1$ electrons, all occupied $m$ lie between the lowest, $m_{\min}$, and $l$, so $m_{\min}\le l-k$. The other $k$ obey the bound already, hence
$$M\le (l-k)+\tfrac12k(2l+1-k)=\tfrac12(k+1)(2l-k).$$
In Lean, `S.min'` is the lowest orbital, `erase` removes it, and `nlinarith` does the final algebra. The factor 2 avoids division in the integers.

```lean
/-- Filling the orbitals `l, l - 1, ...` downwards with `q` electrons gives the total
magnetic quantum number `q (2l + 1 - q) / 2`. -/
theorem two_mul_sum_range (l q : ℕ) :
    2 * ∑ i ∈ Finset.range q, ((l : ℤ) - i) = (q : ℤ) * (2 * l + 1 - q) := by
  induction q with
  | zero => simp
  | succ k ih =>
    rw [Finset.sum_range_succ, mul_add, ih]
    push_cast
    ring
```

Filling downwards from $m=l$ gives $\sum_{i=0}^{q-1}(l-i)=ql-\tfrac12q(q-1)=\tfrac12q(2l+1-q)$. Lean adds one electron at a time.

```lean
/-- For `q ≤ 2l + 1` parallel spins, the orbital moment of Hund's second rule is
`L(q) = q (2l + 1 - q) / 2`. -/
theorem hundL_eq (l q : ℕ) (hq : q ≤ 2 * l + 1) :
    (hundL l q : ℝ) = q * (2 * l + 1 - q) / 2 := by
  have hinj : Function.Injective (fun i : ℕ => (l : ℤ) - i) := by
    intro a b h
    have h' : (l : ℤ) - a = l - b := h
    omega
  have hg : IsGreatest (totalM l q) (∑ i ∈ Finset.range q, ((l : ℤ) - i)) := by
    constructor
    · -- the downward filling is an allowed configuration
      refine ⟨(Finset.range q).image (fun i : ℕ => (l : ℤ) - i), ?_, ?_, ?_⟩
      · intro m hm
        obtain ⟨i, hi, rfl⟩ := Finset.mem_image.1 hm
        have := Finset.mem_range.1 hi
        simp only [Finset.mem_Icc]
        constructor <;> omega
      · rw [Finset.card_image_of_injective _ hinj, Finset.card_range]
      · rw [Finset.sum_image]
        intro a _ b _ h
        exact hinj h
    · -- no configuration exceeds it
      rintro M ⟨S, hS, hc, rfl⟩
      have h1 := two_mul_sum_le l q S (fun m hm => (Finset.mem_Icc.1 (hS hm)).2) hc
      have h2 := two_mul_sum_range l q
      linarith
  have h : hundL l q = ∑ i ∈ Finset.range q, ((l : ℤ) - i) := hg.csSup_eq
  have h2 := two_mul_sum_range l q
  rw [← h] at h2
  have h3 : (2 : ℝ) * (hundL l q : ℝ) = q * (2 * l + 1 - q) := by exact_mod_cast h2
  linarith
```

For $q\le 2l+1$ the downward filling stays within the shell, so it attains the bound. `IsGreatest` expresses these two facts, and $L(q)=\tfrac12q(2l+1-q)$ follows.

## The shift of the repulsion

```lean
/-- For `1 ≤ q ≤ 2l`, orbital polarisation changes the Hubbard repulsion `U` by
`-B ((2l+1)² - 6(2l+1)q + 6q² + 1) / 4`. -/
theorem effectiveU_eq (ε U B : ℝ) (l q : ℕ) (h1 : 1 ≤ q) (h2 : q ≤ 2 * l) :
    effectiveU ε U B l q =
      U - B * ((2 * l + 1) ^ 2 - 6 * (2 * l + 1) * q + 6 * q ^ 2 + 1) / 4 := by
  obtain ⟨k, rfl⟩ : ∃ k, q = k + 1 := ⟨q - 1, by omega⟩
  unfold effectiveU shellEnergy
  rw [Nat.add_sub_cancel, hundL_eq l (k + 1 + 1) (by omega), hundL_eq l k (by omega),
    hundL_eq l (k + 1) (by omega)]
  push_cast
  ring
```

Write $n=2l+1$, so that $L(q)^2=\tfrac14(n^2q^2-2nq^3+q^4)$. The second differences of $q$, $q^2$, $q^3$, $q^4$ are $0$, $2$, $6q$, $12q^2+2$. The $\varepsilon$ term therefore drops out, the pair term gives $U$, and the rest gives
$$-\tfrac B8(2n^2-12nq+12q^2+2)=-\tfrac B4P,\qquad P=n^2-6nq+6q^2+1 .$$
Lean writes $q=k+1$, inserts $L$ three times and leaves the algebra to `ring`.

The bound $q\le2l$ can't be relaxed to $q\le 2l+1$. For $l=0$, $q=1$, a second parallel spin has no orbital; Lean assigns the empty supremum the value 0, so `effectiveU` is $U$, while the formula gives $U-B/2$.

Inserting $L$ in a first difference gives, by the same algebra, the addition energy for $0\le q\le2l$:
$$E(q+1)-E(q)=\varepsilon+Uq-\tfrac B2(l-q)\bigl(l+q(2l-q)\bigr).$$

```lean
/-- For `B > 0` and `1 ≤ q ≤ 2l`, the repulsion is lowered exactly when the filling is far
enough from half of the `2l + 1` orbitals: `(2l+1)² < 3 (2q - (2l+1))² + 2`. -/
theorem effectiveU_lt_iff (ε U B : ℝ) (hB : 0 < B) (l q : ℕ) (h1 : 1 ≤ q)
    (h2 : q ≤ 2 * l) :
    effectiveU ε U B l q < U ↔
      (2 * l + 1 : ℝ) ^ 2 < 3 * (2 * q - (2 * l + 1)) ^ 2 + 2 := by
  rw [effectiveU_eq ε U B l q h1 h2]
  constructor
  · intro h
    have hP : 0 < B * ((2 * l + 1 : ℝ) ^ 2 - 6 * (2 * l + 1) * q + 6 * q ^ 2 + 1) := by
      linarith
    have := (mul_pos_iff_of_pos_left hB).1 hP
    nlinarith
  · intro h
    have hP : 0 < (2 * l + 1 : ℝ) ^ 2 - 6 * (2 * l + 1) * q + 6 * q ^ 2 + 1 := by
      nlinarith
    have := mul_pos hB hP
    linarith
```

For $B>0$ the repulsion is lowered exactly when $P>0$. Since $2P=3(2q-n)^2-n^2+2$, this is the stated inequality.

```lean
/-- For `B ≠ 0` and `1 ≤ q ≤ 2l`, orbital polarisation always changes the repulsion:
the shift vanishes for no shell and no filling. -/
theorem effectiveU_ne (ε U B : ℝ) (hB : B ≠ 0) (l q : ℕ) (h1 : 1 ≤ q)
    (h2 : q ≤ 2 * l) : effectiveU ε U B l q ≠ U := by
  -- a square is never -1 modulo 3
  have key : ∀ n t : ℤ, n ^ 2 ≠ 3 * t - 1 := by
    intro n t h
    have h3 : n % 3 = 0 ∨ n % 3 = 1 ∨ n % 3 = 2 := by omega
    have h4 : n ^ 2 % 3 = 0 ∨ n ^ 2 % 3 = 1 := by
      rcases h3 with h | h | h <;> simp [pow_two, Int.mul_emod, h]
    rw [h] at h4
    omega
  intro h
  rw [effectiveU_eq ε U B l q h1 h2] at h
  have hP : B * ((2 * l + 1 : ℝ) ^ 2 - 6 * (2 * l + 1) * q + 6 * q ^ 2 + 1) = 0 := by
    linarith
  have h0 := (mul_eq_zero.1 hP).resolve_left hB
  have hz : (2 * l + 1 : ℤ) ^ 2 - 6 * (2 * l + 1) * q + 6 * q ^ 2 + 1 = 0 := by
    exact_mod_cast h0
  exact key (2 * l + 1) (2 * (2 * l + 1) * q - 2 * q ^ 2) (by linarith)
```

If $P=0$, then $n^2=3(2nq-2q^2)-1$, which leaves remainder 2 modulo 3. Squares leave only 0 or 1, so the shift never vanishes for $B\ne0$.

```lean
/-- The shifts of the repulsion at `q = 1, ..., 2l` add up to `B l²`. -/
theorem sum_shift (ε U B : ℝ) (l : ℕ) :
    ∑ i ∈ Finset.range (2 * l), (effectiveU ε U B l (i + 1) - U) = B * l ^ 2 := by
  have key : ∀ N : ℕ, N ≤ 2 * l →
      ∑ i ∈ Finset.range N, (effectiveU ε U B l (i + 1) - U) =
        -(B / 4) * (N * ((2 * l + 1) ^ 2 + 1) - 3 * (2 * l + 1) * N * (N + 1)
          + N * (N + 1) * (2 * N + 1)) := by
    intro N
    induction N with
    | zero => intro _; simp
    | succ k ih =>
      intro hk
      rw [Finset.sum_range_succ, ih (by omega),
        effectiveU_eq ε U B l (k + 1) (by omega) hk]
      push_cast
      ring
  rw [key (2 * l) le_rfl]
  push_cast
  ring
```

By hand the sum telescopes: with $g=-BL^2/2$ it is $g(2l+1)-g(2l)-g(1)+g(0)=Bl^2$, because $L(0)=L(2l+1)=0$ and $L(1)=L(2l)=l$. Lean instead proves a closed form for the partial sums by induction.

## The f shell

```lean
/-- In the f shell the repulsion is `U - 7B/2` at `q = 1, 6`, `U + 5B/2` at `q = 2, 5`
and `U + 11B/2` at `q = 3, 4`. -/
theorem f_shell_values (ε U B : ℝ) :
    (∀ q, q = 1 ∨ q = 6 → effectiveU ε U B 3 q = U - 7 * B / 2) ∧
    (∀ q, q = 2 ∨ q = 5 → effectiveU ε U B 3 q = U + 5 * B / 2) ∧
    (∀ q, q = 3 ∨ q = 4 → effectiveU ε U B 3 q = U + 11 * B / 2) := by
  refine ⟨?_, ?_, ?_⟩ <;> intro q hq <;> rcases hq with rfl | rfl <;>
    rw [effectiveU_eq _ _ _ _ _ (by norm_num) (by norm_num)] <;> push_cast <;> ring
```

For $l=3$, $P=14,-10,-22$ at $q=1,2,3$, and $P$ is unchanged under $q\to7-q$. Multiplying by $-B/4$ gives the three shifts.

```lean
/-- For `B > 0` and `1 ≤ q ≤ 6` electrons in the f shell, orbital polarisation lowers the
repulsion exactly at `q = 1, 6` and raises it exactly at `q = 2, ..., 5`. -/
theorem f_shell_sign (ε U B : ℝ) (hB : 0 < B) (q : ℕ) (h1 : 1 ≤ q) (h6 : q ≤ 6) :
    (effectiveU ε U B 3 q < U ↔ q = 1 ∨ q = 6) ∧
    (U < effectiveU ε U B 3 q ↔ 2 ≤ q ∧ q ≤ 5) := by
  obtain ⟨ha, hb, hc⟩ := f_shell_values ε U B
  have hcases : (q = 1 ∨ q = 6) ∨ (q = 2 ∨ q = 5) ∨ (q = 3 ∨ q = 4) := by omega
  rcases hcases with h | h | h
  · rw [ha q h]
    exact ⟨⟨fun _ => h, fun _ => by linarith⟩,
      ⟨fun h' => by exfalso; linarith, fun h' => by exfalso; omega⟩⟩
  · rw [hb q h]
    exact ⟨⟨fun h' => by exfalso; linarith, fun h' => by exfalso; omega⟩,
      ⟨fun _ => by omega, fun _ => by linarith⟩⟩
  · rw [hc q h]
    exact ⟨⟨fun h' => by exfalso; linarith, fun h' => by exfalso; omega⟩,
      ⟨fun _ => by omega, fun _ => by linarith⟩⟩

end

end OrbitalPolarisation
```

With $B>0$ the signs can be read off; `omega` sorts $q$ into the three pairs. Applying them to a real 4f ion means assuming that its energy has this form, with the same $\varepsilon$, $U$ and $B$ at all three occupations. The form is approximate, and the signs at $q=2,5$ depend on it. With the full Coulomb repulsion among parallel f electrons in fixed orbitals, the Hund ground term has the repulsion energy $\tfrac12\bar U q(q-1)$ plus $0,-9R,-21R,-21R,-9R,0$ at $q=1,\dots,6$. Here $\bar U$ is the mean repulsion of a parallel pair, exchange included, and $R>0$ is the Racah parameter usually written $E^3$. The shift from $\bar U$ at $q=2,5$ is then $-3R$, a lowering and not a rise.

```lean
#print axioms OrbitalPolarisation.effectiveU_lt_iff
#print axioms OrbitalPolarisation.effectiveU_ne
#print axioms OrbitalPolarisation.sum_shift
#print axioms OrbitalPolarisation.f_shell_sign
```

```
'OrbitalPolarisation.effectiveU_lt_iff' depends on axioms: [propext, Classical.choice, Quot.sound]
'OrbitalPolarisation.effectiveU_ne' depends on axioms: [propext, Classical.choice, Quot.sound]
'OrbitalPolarisation.sum_shift' depends on axioms: [propext, Classical.choice, Quot.sound]
'OrbitalPolarisation.f_shell_sign' depends on axioms: [propext, Classical.choice, Quot.sound]
```
